# In Casida's equation, repulsive coupling keeps the total oscillator strength, cannot lower its first moment in the squared energy and cannot raise the static polarizability

Compare a Casida spectrum with the bare Kohn–Sham one peak by peak, and strength missing from a low peak is hard to judge: it may have moved to higher energy, or a coding error may have lost it. Three sums over the whole spectrum constrain the answer, provided that the gaps are positive and the coupling matrix K is positive semidefinite.

```lean
import Mathlib

open Matrix

namespace CasidaScreening

noncomputable section
```

These lines load Mathlib and its matrix notation. Below, `*ᵥ` is matrix times vector and `⬝ᵥ` is the real dot product, written ⟨x, y⟩ in the prose.

```lean
/-- The vector `D^(1/2) x`, for gaps `D` that are nonnegative. -/
def rootScale {n : Type*} (D x : n → ℝ) : n → ℝ := fun i => Real.sqrt (D i) * x i
```

The type `n → ℝ` is a real vector with one entry per transition i. Given gaps D_i, `rootScale D x` is the vector D^(1/2) x, with entries √D_i x_i.

```lean
/-- The Kohn-Sham oscillator strength `2 D_i d_i^2` of a transition with gap `D_i` and
dipole `d_i`. -/
def ksStrength {n : Type*} (D d : n → ℝ) (i : n) : ℝ := 2 * D i * d i ^ 2
```

For a transition dipole d_i along one fixed direction, the Kohn–Sham strength in atomic units is

f0_i = 2 D_i d_i²

```lean
variable {n : Type*} [Fintype n] [DecidableEq n]

/-- The Casida matrix `D^2 + 2 D^(1/2) K D^(1/2)`, for gaps `D` that are nonnegative. -/
def casida (D : n → ℝ) (K : Matrix n n ℝ) : Matrix n n ℝ :=
  diagonal (fun i => D i ^ 2) +
    (2 : ℝ) • (diagonal (fun i => Real.sqrt (D i)) * K * diagonal (fun i => Real.sqrt (D i)))
```

`Fintype n` makes the set of transitions finite, so a continuum enters only in discretised form. The Casida matrix is

M = D² + 2 D^(1/2) K D^(1/2)

with real entries and a K that does not depend on frequency, as in the adiabatic approximation. This form is for functionals of the density alone; the exact exchange in a hybrid functional leads to a different matrix, which the theorems do not cover. The factor 2 belongs to transitions counted per spin orbital.

```lean
/-- The vectors `F I` form a full orthonormal family of eigenvectors of the Casida matrix, with
eigenvalues `W I` (squared excitation energies). -/
structure CasidaSpectrum (D : n → ℝ) (K : Matrix n n ℝ) (W : n → ℝ) (F : n → n → ℝ) : Prop where
  eigen : ∀ I, casida D K *ᵥ F I = W I • F I
  ortho : ∀ I J, F I ⬝ᵥ F J = if I = J then 1 else 0
```

This structure is a hypothesis about given data: M F_I = W_I F_I, and the F_I are orthonormal. There are as many F_I as transitions, so the family is full. W_I is the squared excitation energy.

Another model would assume K symmetric and take the eigenpairs from Mathlib's spectral theorem. The spectrum would then be constructed, not assumed, but the statement would concern one particular eigenbasis; here it holds for any orthonormal choice, also within degenerate levels.

```lean
/-- The oscillator strength `2 ⟨F_I, D^(1/2) d⟩^2` of the excitation `I`. -/
def casidaStrength (D d : n → ℝ) (F : n → n → ℝ) (I : n) : ℝ :=
  2 * (F I ⬝ᵥ rootScale D d) ^ 2
```

Writing v = D^(1/2) d, the strength of excitation I is

f_I = 2⟨F_I, v⟩²

```lean
variable {D : n → ℝ} {K : Matrix n n ℝ} {W : n → ℝ} {F : n → n → ℝ}

/-- The action of the Casida matrix on a vector, component by component. -/
theorem casida_mulVec_apply (D : n → ℝ) (K : Matrix n n ℝ) (x : n → ℝ) (i : n) :
    (casida D K *ᵥ x) i =
      D i ^ 2 * x i + 2 * (Real.sqrt (D i) * (K *ᵥ rootScale D x) i) := by
  simp only [casida, rootScale, Matrix.mulVec, dotProduct, Matrix.add_apply, Matrix.smul_apply,
    Matrix.mul_diagonal, Matrix.diagonal_mul, smul_eq_mul, add_mul, Finset.sum_add_distrib,
    Finset.mul_sum]
  congr 1
  · simp [Matrix.diagonal_apply]
  · exact Finset.sum_congr rfl fun j _ => by ring
```

A Lean theorem gives its hypotheses, then a colon, the statement, and the proof after `:=`. This one writes out the matrix product:

(Mx)_i = D_i² x_i + 2 √D_i (K D^(1/2) x)_i

```lean
/-- The quadratic form of the Casida matrix is a Kohn-Sham part plus twice the coupling energy
of `D^(1/2) x`. -/
theorem casida_quadratic (D : n → ℝ) (K : Matrix n n ℝ) (x : n → ℝ) :
    x ⬝ᵥ casida D K *ᵥ x =
      ∑ i, D i ^ 2 * x i ^ 2 + 2 * (rootScale D x ⬝ᵥ K *ᵥ rootScale D x) := by
  simp only [dotProduct, casida_mulVec_apply]
  rw [Finset.mul_sum, ← Finset.sum_add_distrib]
  refine Finset.sum_congr rfl fun i _ => ?_
  have e : rootScale D x i = Real.sqrt (D i) * x i := rfl
  rw [e]
  ring
```

Multiplying by x_i and summing over i gives

⟨x, Mx⟩ = Σ_i D_i² x_i² + 2⟨D^(1/2) x, K D^(1/2) x⟩

```lean
/-- Completeness of the Casida eigenvectors: scalar products can be computed from the
components along them. -/
theorem parseval (h : CasidaSpectrum D K W F) (x y : n → ℝ) :
    ∑ I, (F I ⬝ᵥ x) * (F I ⬝ᵥ y) = x ⬝ᵥ y := by
  let A : Matrix n n ℝ := Matrix.of F
  have hA : A * Aᵀ = 1 := by
    ext I J
    rw [Matrix.one_apply]
    exact h.ortho I J
  have hA' : Aᵀ * A = 1 := mul_eq_one_comm.mp hA
  calc ∑ I, (F I ⬝ᵥ x) * (F I ⬝ᵥ y) = (A *ᵥ x) ⬝ᵥ (A *ᵥ y) := rfl
    _ = x ⬝ᵥ ((Aᵀ * A) *ᵥ y) := by
      rw [← Matrix.mulVec_mulVec, Matrix.dotProduct_mulVec x, Matrix.vecMul_transpose]
    _ = x ⬝ᵥ y := by rw [hA', Matrix.one_mulVec]
```

Put the F_I as rows into a square matrix A. Orthonormality says A Aᵀ = 1, and for a square matrix this gives Aᵀ A = 1 (`mul_eq_one_comm`). Hence

Σ_I ⟨F_I, x⟩⟨F_I, y⟩ = ⟨Ax, Ay⟩ = ⟨x, Aᵀ A y⟩ = ⟨x, y⟩

The `calc` block is this chain.

```lean
/-- The quadratic form of the Casida matrix is the sum of the squared components along the
eigenvectors, weighted with the eigenvalues. -/
theorem spectral_form (h : CasidaSpectrum D K W F) (x : n → ℝ) :
    x ⬝ᵥ casida D K *ᵥ x = ∑ I, W I * (F I ⬝ᵥ x) ^ 2 := by
  rw [Matrix.dotProduct_mulVec, ← parseval h (x ᵥ* casida D K) x]
  refine Finset.sum_congr rfl fun I _ => ?_
  have e : F I ⬝ᵥ (x ᵥ* casida D K) = W I * (F I ⬝ᵥ x) := by
    rw [dotProduct_comm, ← Matrix.dotProduct_mulVec, h.eigen, dotProduct_smul, smul_eq_mul,
      dotProduct_comm x]
  rw [e]
  ring
```

The row vector xᵀM has component xᵀM F_I = W_I⟨F_I, x⟩ along F_I. Parseval's identity, applied to this vector and x, then gives

⟨x, Mx⟩ = Σ_I W_I ⟨F_I, x⟩²

```lean
/-- With a repulsive coupling, no squared excitation energy lies below the square of a
nonnegative lower bound `g` on the Kohn-Sham gaps. -/
theorem gap_sq_le (h : CasidaSpectrum D K W F) (hK : ∀ x, 0 ≤ x ⬝ᵥ K *ᵥ x)
    {g : ℝ} (hg : 0 ≤ g) (hD : ∀ i, g ≤ D i) (I : n) : g ^ 2 ≤ W I := by
  have e : F I ⬝ᵥ casida D K *ᵥ F I = W I := by
    rw [h.eigen, dotProduct_smul, h.ortho]
    simp
  have hn : ∑ i, F I i * F I i = 1 := (h.ortho I I).trans (if_pos rfl)
  have hle : ∑ i, g ^ 2 * (F I i * F I i) ≤ ∑ i, D i ^ 2 * F I i ^ 2 := by
    refine Finset.sum_le_sum fun i _ => ?_
    have h1 : g ^ 2 ≤ D i ^ 2 := pow_le_pow_left₀ hg (hD i) 2
    nlinarith [mul_le_mul_of_nonneg_right h1 (sq_nonneg (F I i))]
  rw [← Finset.mul_sum, hn] at hle
  have hq := casida_quadratic D K (F I)
  linarith [hK (rootScale D (F I))]
```

The hypothesis `hK` says ⟨x, Kx⟩ ≥ 0 for every x. Physically, no combination of transitions lowers its energy through the coupling. The Hartree part of K has this property; an attractive exchange–correlation part can spoil it, so it is assumed here. In a closed shell the Hartree part vanishes for triplet combinations, so any attraction there violates the assumption. The theorems can then be applied to the singlet block alone, which has the same form with dipoles √2 d_i, provided that its own coupling matrix is positive semidefinite.

If 0 ≤ g ≤ D_i for all i, then, since F_I is normalised,

W_I = ⟨F_I, M F_I⟩ ≥ Σ_i D_i² (F_I)_i² ≥ g² Σ_i (F_I)_i² = g²

```lean
/-- The coupling shifts the first moment of the strength in the squared energy by exactly
`4 ⟨D d, K D d⟩`. -/
theorem first_moment (h : CasidaSpectrum D K W F) (hD : ∀ i, 0 ≤ D i) (d : n → ℝ) :
    ∑ I, casidaStrength D d F I * W I = ∑ i, ksStrength D d i * D i ^ 2 +
      4 * ((fun i => D i * d i) ⬝ᵥ K *ᵥ (fun i => D i * d i)) := by
  have h1 := spectral_form h (rootScale D d)
  have h2 := casida_quadratic D K (rootScale D d)
  have h3 : rootScale D (rootScale D d) = fun i => D i * d i := by
    funext i
    simp only [rootScale]
    linear_combination d i * Real.mul_self_sqrt (hD i)
  have h4 : 2 * ∑ i, D i ^ 2 * rootScale D d i ^ 2 = ∑ i, ksStrength D d i * D i ^ 2 := by
    rw [Finset.mul_sum]
    refine Finset.sum_congr rfl fun i _ => ?_
    simp only [rootScale, ksStrength]
    linear_combination 2 * D i ^ 2 * d i ^ 2 * Real.sq_sqrt (hD i)
  have h5 : ∑ I, casidaStrength D d F I * W I =
      2 * ∑ I, W I * (F I ⬝ᵥ rootScale D d) ^ 2 := by
    rw [Finset.mul_sum]
    exact Finset.sum_congr rfl fun I _ => by unfold casidaStrength; ring
  rw [h3] at h2
  linear_combination h5 + h4 - 2 * h1 + 2 * h2
```

Set x = v in both expressions for the quadratic form. Since D^(1/2) v = Dd and v_i² = D_i d_i²,

Σ_I f_I W_I = 2⟨v, Mv⟩ = 2 Σ_i D_i³ d_i² + 4⟨Dd, K Dd⟩ = Σ_i f0_i D_i² + 4⟨Dd, K Dd⟩

This equality needs nonnegative gaps, but no sign condition on K. The steps `h1` and `h2` are the two expressions for the form, and `linear_combination` checks that the result follows from the listed equations by algebra.

```lean
/-- A repulsive coupling keeps the total oscillator strength, does not lower its first moment in
the squared excitation energy, and does not raise its inverse moment. -/
theorem screening_moves_strength_upward (h : CasidaSpectrum D K W F) (hD : ∀ i, 0 < D i)
    (hK : ∀ x, 0 ≤ x ⬝ᵥ K *ᵥ x) (d : n → ℝ) :
    ∑ I, casidaStrength D d F I = ∑ i, ksStrength D d i ∧
    ∑ i, ksStrength D d i * D i ^ 2 ≤ ∑ I, casidaStrength D d F I * W I ∧
    ∑ I, casidaStrength D d F I / W I ≤ ∑ i, ksStrength D d i / D i ^ 2 := by
  refine ⟨?_, ?_, ?_⟩
  · -- the two total strengths agree, by Parseval's identity for `D^(1/2) d`
    have hp := parseval h (rootScale D d) (rootScale D d)
    calc ∑ I, casidaStrength D d F I
        = 2 * ∑ I, (F I ⬝ᵥ rootScale D d) * (F I ⬝ᵥ rootScale D d) := by
          rw [Finset.mul_sum]
          exact Finset.sum_congr rfl fun I _ => by unfold casidaStrength; ring
      _ = ∑ i, ksStrength D d i := by
          rw [hp, dotProduct, Finset.mul_sum]
          refine Finset.sum_congr rfl fun i _ => ?_
          simp only [rootScale, ksStrength]
          linear_combination 2 * d i ^ 2 * Real.sq_sqrt (hD i).le
  · rw [first_moment h (fun i => (hD i).le) d]
    linarith [hK (fun i => D i * d i)]
  · have hW : ∀ I, 0 < W I := fun I => by
      have : Nonempty n := ⟨I⟩
      obtain ⟨m, hm⟩ := Finite.exists_min D
      exact lt_of_lt_of_le (pow_pos (hD m) 2) (gap_sq_le h hK (hD m).le hm I)
    -- `x` solves `M x = D^(1/2) d`, written in the eigenbasis
    obtain ⟨x, hx⟩ : ∃ x : n → ℝ, ∀ I, F I ⬝ᵥ x = (F I ⬝ᵥ rootScale D d) / W I := by
      let A : Matrix n n ℝ := Matrix.of F
      have hA : A * Aᵀ = 1 := by
        ext I J
        rw [Matrix.one_apply]
        exact h.ortho I J
      refine ⟨Aᵀ *ᵥ (fun I => (F I ⬝ᵥ rootScale D d) / W I), fun I => ?_⟩
      have hb : A *ᵥ (Aᵀ *ᵥ (fun I => (F I ⬝ᵥ rootScale D d) / W I)) =
          fun I => (F I ⬝ᵥ rootScale D d) / W I := by
        rw [Matrix.mulVec_mulVec, hA, Matrix.one_mulVec]
      exact congrFun hb I
    have hxv : x ⬝ᵥ casida D K *ᵥ x = x ⬝ᵥ rootScale D d := by
      rw [spectral_form h, ← parseval h x]
      refine Finset.sum_congr rfl fun I _ => ?_
      have hI : W I * (F I ⬝ᵥ x) = F I ⬝ᵥ rootScale D d := by
        rw [hx I, mul_div_cancel₀ _ (hW I).ne']
      linear_combination (F I ⬝ᵥ x) * hI
    have hf : ∑ I, casidaStrength D d F I / W I = 2 * (x ⬝ᵥ rootScale D d) := by
      rw [← parseval h x, Finset.mul_sum]
      refine Finset.sum_congr rfl fun I _ => ?_
      rw [hx I, casidaStrength]
      ring
    -- complete the square in `D x - D^(-1/2) d`
    have hsq : 2 * (2 * (x ⬝ᵥ rootScale D d)) ≤
        2 * ∑ i, D i ^ 2 * x i ^ 2 + ∑ i, ksStrength D d i / D i ^ 2 := by
      rw [dotProduct, Finset.mul_sum, Finset.mul_sum, Finset.mul_sum, ← Finset.sum_add_distrib]
      refine Finset.sum_le_sum fun i _ => ?_
      have hr : D i * (D i)⁻¹ = 1 := mul_inv_cancel₀ (hD i).ne'
      have e : (D i * x i - Real.sqrt (D i) * d i * (D i)⁻¹) ^ 2 = D i ^ 2 * x i ^ 2
          - 2 * (x i * (Real.sqrt (D i) * d i)) + D i * d i ^ 2 * (D i)⁻¹ ^ 2 := by
        linear_combination (-2 * x i * Real.sqrt (D i) * d i) * hr +
          d i ^ 2 * (D i)⁻¹ ^ 2 * Real.sq_sqrt (hD i).le
      have e' : ksStrength D d i / D i ^ 2 = 2 * (D i * d i ^ 2 * (D i)⁻¹ ^ 2) := by
        rw [ksStrength, div_eq_mul_inv, inv_pow]
        ring
      have hs := sq_nonneg (D i * x i - Real.sqrt (D i) * d i * (D i)⁻¹)
      rw [e] at hs
      rw [e']
      simp only [rootScale]
      linarith
    have hq := casida_quadratic D K x
    linarith [hK (rootScale D x)]
```

For positive gaps and a positive semidefinite K, the three statements, joined by `∧`, are

Σ_I f_I = Σ_i f0_i
Σ_i f0_i D_i² ≤ Σ_I f_I W_I
Σ_I f_I / W_I ≤ Σ_i f0_i / D_i²

The first is Parseval's identity for v:

Σ_I f_I = 2⟨v, v⟩ = 2 Σ_i D_i d_i² = Σ_i f0_i

This equates the two totals and does not relate them to the number of electrons.

The second follows from the exact shift above, because ⟨Dd, K Dd⟩ ≥ 0.

For the third, take g to be the smallest gap; then every W_I is positive. Let x be the vector with components ⟨F_I, x⟩ = ⟨F_I, v⟩ / W_I, which Lean builds as Aᵀ applied to those numbers. Then

⟨x, Mx⟩ = Σ_I W_I ⟨F_I, x⟩² = Σ_I ⟨F_I, x⟩⟨F_I, v⟩ = ⟨x, v⟩
Σ_I f_I / W_I = 2 Σ_I ⟨F_I, x⟩⟨F_I, v⟩ = 2⟨x, v⟩

These are `hxv` and `hf`. Completing the square (`hsq`) gives

0 ≤ Σ_i (D_i x_i − v_i/D_i)² = Σ_i D_i² x_i² − 2⟨x, v⟩ + Σ_i v_i²/D_i²

Since K is positive semidefinite, Σ_i D_i² x_i² ≤ ⟨x, Mx⟩ = ⟨x, v⟩. Therefore ⟨x, v⟩ ≤ Σ_i v_i²/D_i², and doubling gives

Σ_I f_I / W_I ≤ 2 Σ_i D_i d_i² / D_i² = Σ_i f0_i / D_i²

The closing `linarith` combines these linear inequalities.

In atomic units Σ_I f_I / W_I is the static polarizability along the chosen direction, so in this finite, adiabatic model a repulsive coupling cannot raise it above the Kohn–Sham value. The sums restrict the spectrum as a whole; they do not say that each low peak loses strength.

With a single transition and K = k ≥ 0, the eigenvector is ±1, f = f0 and W = D² + 2Dk. The strength stays the same and the line itself moves up, or stays put if k = 0.

```lean
/-- Two coupled transitions with gaps 1 and 4 and a repulsive coupling have the Casida
eigenvalues 41 and 16, with the eigenvectors shown. -/
theorem casidaSpectrum_witness :
    (∀ i, 0 < (![1, 4] : Fin 2 → ℝ) i) ∧
    (∀ x : Fin 2 → ℝ, 0 ≤ x ⬝ᵥ (!![12, 3; 3, 2] : Matrix (Fin 2) (Fin 2) ℝ) *ᵥ x) ∧
    CasidaSpectrum (![1, 4] : Fin 2 → ℝ) !![12, 3; 3, 2] ![41, 16]
      ![![3 / 5, 4 / 5], ![-4 / 5, 3 / 5]] := by
  have h4 : Real.sqrt 4 = 2 := by
    rw [show (4 : ℝ) = 2 ^ 2 by norm_num]
    exact Real.sqrt_sq (by norm_num)
  refine ⟨?_, ?_, ?_, ?_⟩
  · intro i
    fin_cases i <;> simp
  · intro x
    simp [Matrix.mulVec, dotProduct, Fin.sum_univ_two]
    nlinarith [sq_nonneg (4 * x 0 + x 1), sq_nonneg (x 1)]
  · intro I
    ext i
    rw [casida_mulVec_apply]
    fin_cases I <;> fin_cases i <;>
      simp [rootScale, Matrix.mulVec, dotProduct, Fin.sum_univ_two, h4] <;> norm_num
  · intro I J
    fin_cases I <;> fin_cases J <;> simp [dotProduct, Fin.sum_univ_two] <;> norm_num

end

end CasidaScreening
```

The last theorem shows that the hypotheses are met by a coupled example. `Fin 2` is a set of two transitions, and `![1, 4]` lists their gaps. Here √D = (1, 2), and M has rows (25, 12) and (12, 32). Its eigenvalues are 41 and 16, with normalised eigenvectors (3/5, 4/5) and (−4/5, 3/5). K is positive semidefinite because

12a² + 6ab + 2b² = (3/4)(4a + b)² + (5/4)b²

These are the two squares handed to `nlinarith`. The remaining goals are arithmetic, checked entry by entry after `fin_cases` has listed the indices.

```lean
#print axioms CasidaScreening.screening_moves_strength_upward
-- 'CasidaScreening.screening_moves_strength_upward' depends on axioms: [propext, Classical.choice, Quot.sound]
```
